# The Hylleraas functional as second-order energy plus a weighted squared deviation

For countably many excited states with excitation energies `ε k` and real couplings `v k`, the theorem `hasSum_hylleraas` concerns the Hylleraas series with terms `ε k * x k ^ 2 + 2 * v k * x k`. It says that this series converges to the second-order energy −∑ v²/ε plus the sum of ε(x + v/ε)², the weighted squared deviation of the trial amplitudes x from the formal first-order amplitudes −v/ε. The excitation energies are assumed positive and bounded above, the series for the second-order energy convergent, and the real trial amplitudes square-summable, with no normalisation required. The proof subtracts the series for v²/ε from the series of weighted squared deviations, and completes the square term by term to match the result with the Hylleraas series.

As first written in Lean, the proof fails:

```lean
import Mathlib

open Filter Topology Real

namespace HasSumHylleraas

noncomputable section

/-- A real sequence of amplitudes is a normalizable state when its squares have a finite sum. -/
def SquareSummable (x : ℕ → ℝ) : Prop := Summable fun k => x k ^ 2

/-- The second-order energy as a sum over excited states, for nonzero excitation energies
and a convergent series. -/
def secondOrderEnergy (ε v : ℕ → ℝ) : ℝ := -∑' k, v k ^ 2 / ε k

variable {ε v x : ℕ → ℝ} {C : ℝ}

/-- For positive bounded excitation energies, a convergent second-order energy and a
square-summable trial state, the weighted squared deviations from the formal first-order
amplitudes have a finite sum. -/
theorem summable_deviation (hε : ∀ k, 0 < ε k) (hC : ∀ k, ε k ≤ C)
    (hE : Summable fun k => v k ^ 2 / ε k) (hx : SquareSummable x) :
    Summable fun k => ε k * (x k + v k / ε k) ^ 2 := by
  have h1 : Summable fun k => ε k * x k ^ 2 :=
    Summable.of_nonneg_of_le (fun k => mul_nonneg (hε k).le (sq_nonneg _))
      (fun k => mul_le_mul_of_nonneg_right (hC k) (sq_nonneg _)) (hx.mul_left C)
  refine Summable.of_nonneg_of_le (fun k => mul_nonneg (hε k).le (sq_nonneg _))
    (fun k => ?_) ((h1.add hE).mul_left 2)
  -- the parallelogram inequality, weighted by the excitation energy
  have hr : ε k * (v k / ε k) = v k := mul_div_cancel₀ _ (hε k).ne'
  have h0 := mul_nonneg (hε k).le (sq_nonneg (x k - v k / ε k))
  linear_combination h0 + 2 * (v k / ε k) * hr

/-- Completing the square: for positive bounded excitation energies, a convergent second-order
energy and a square-summable trial state, the Hylleraas series converges to the second-order
energy plus the weighted squared deviation from the formal first-order amplitudes. -/
theorem hasSum_hylleraas (hε : ∀ k, 0 < ε k) (hC : ∀ k, ε k ≤ C)
    (hE : Summable fun k => v k ^ 2 / ε k) (hx : SquareSummable x) :
    HasSum (fun k => ε k * x k ^ 2 + 2 * v k * x k)
      (secondOrderEnergy ε v + ∑' k, ε k * (x k + v k / ε k) ^ 2) := by
  have h := (summable_deviation hε hC hE hx).hasSum.sub hE.hasSum
  have e : (fun k => ε k * x k ^ 2 + 2 * v k * x k) =
      fun k => ε k * (x k + v k / ε k) ^ 2 - v k ^ 2 / ε k := by
    funext k
    have hr : ε k * (v k / ε k) = v k := mul_div_cancel₀ _ (hε k).ne'
    linear_combination (-(2 * x k + v k / ε k)) * hr
  rw [e]
  convert h using 1
  unfold secondOrderEnergy
  ring

end

end HasSumHylleraas
```

Compiling this gives:

```
Main.lean:49:9: error: Tactic `unfold` failed to unfold `secondOrderEnergy` in
  instAddCommMonoid = instAddCommGroup.toAddCommMonoid
```

Diagnosis. The message says that `unfold` found no `secondOrderEnergy` to unfold, because the goal before it was an equation between two additive-monoid structures. That goal comes from `convert h using 1`. `HasSum` carries such a structure as a hidden argument, and in `h`, which was built with `HasSum.sub`, it is reached through an additive group, while the theorem's statement has it directly. `convert` compared the two `HasSum` statements argument by argument and left the equality of these structures as a goal, which `unfold` then met in place of the equation between the sums.

The repair states the equation between the two values separately, as `e'`, where `unfold secondOrderEnergy` and `ring` have the goal they were meant for. After `rw [e, e']` the terms and the value agree with those in `h`. Then `exact h` closes the goal, since the two structures are equal by definition and Lean can check this by unfolding them.

The change, after which it compiles:

```diff
@@ -45,8 +45,10 @@
     have hr : ε k * (v k / ε k) = v k := mul_div_cancel₀ _ (hε k).ne'
     linear_combination (-(2 * x k + v k / ε k)) * hr
-  rw [e]
-  convert h using 1
-  unfold secondOrderEnergy
-  ring
+  have e' : secondOrderEnergy ε v + ∑' k, ε k * (x k + v k / ε k) ^ 2 =
+      ∑' k, ε k * (x k + v k / ε k) ^ 2 - ∑' k, v k ^ 2 / ε k := by
+    unfold secondOrderEnergy
+    ring
+  rw [e, e']
+  exact h
 
 end
```
